# Full Newton steps on the strictly convex energy $\sqrt{1+x^2}$ converge to the minimum exactly when the starting point satisfies $|x_0|<1$

## A Newton step defined for any energy

The map studied here turns out to be $x\mapsto -x^3$, and one could take that cubic map as the starting point. The claim would then concern a polynomial, and its connection with energy minimisation would rest on a calculation left outside the proof. The Newton step is therefore defined for an arbitrary function $E$ of one real coordinate $x$,

$$N_E(x)=x-\frac{E'(x)}{E''(x)},$$

with the true first and second derivatives of $E$, at points where both exist and $E''(x)\neq0$. The cubic map is then a theorem about one particular energy.

The formula comes from a local harmonic model. Near the current point, the energy change for a displacement $s$ is approximated by $E'(x)s+\tfrac12E''(x)s^2$. If $E''(x)>0$, this parabola has its minimum at $s=-E'(x)/E''(x)$, and a full Newton step moves there at once.

## A bead under a constant pull

Take the energy

$$E(x)=\sqrt{1+x^2}.$$

A mechanical system with this energy is a bead on a straight frictionless wire, pulled by a string of constant tension towards a small ring at unit distance from the wire. With the tension set to one, the potential energy is the distance from bead to ring, up to a constant. Both $x$ and $E$ are dimensionless: lengths are measured in units of the distance between ring and wire.

The bead has one equilibrium, at $x=0$, and the curvature of the energy is positive everywhere. Far out, however, the force along the wire approaches a constant while the curvature falls towards zero. A harmonic model built there is much too soft and places its minimum far beyond the true one.

## Three outcomes, set by the starting point

Write $x_0$ for the starting coordinate and $x_n$ for the coordinate after $n$ full Newton steps. The main theorem, `newton_trichotomy`, has three parts:

- The sequence $x_n$ converges to $0$ if and only if $|x_0|<1$.
- If $|x_0|=1$, then $x_n=(-1)^nx_0$ for every $n$.
- If $|x_0|>1$, then $|x_n|$ tends to infinity.

In Lean, `energy` is the function $E$, and `newtonStep E x` is $N_E(x)$, written with Mathlib's derivative `deriv`. The iterate $x_n$ is `(newtonStep energy)^[n] x₀`, so $n=0$ gives the starting point itself. Convergence to the minimum is expressed by `Tendsto` with the target `𝓝 0`, the neighbourhoods of zero; divergence of the distance has the target `atTop`.

The theorem `energy_strictConvex_and_min` states that the energy is strictly convex on the whole line and that every $x\neq0$ has a higher energy than the origin. The failure for $|x_0|\geq1$ therefore involves no second minimum, no saddle point and no region of negative curvature. Since `energy_derivatives` gives a positive second derivative at every point, the quotient in the Newton step never has a zero denominator.

Two further theorems compare energies before and after one step. A full step raises the energy exactly when $|x|>1$. From $x\neq0$, a step scaled by a real factor $t$ lowers the energy exactly when $t>0$ and $t(1+x^2)<2$.

The setting is one coordinate, one energy function and exact real arithmetic. The statements do not treat energies whose curvature stays above a positive bound, nor the convergence of a repeated damped iteration. For geometry optimisation, this one-coordinate model shows that positive curvature everywhere is not enough to make uncontrolled Newton steps safe, which is one reason to limit the step length or to test the energy after a step.

## From the derivatives to a cubic map

Differentiating $E^2=1+x^2$ gives $2EE'=2x$, hence

$$E'(x)=\frac{x}{E(x)}.$$

The quotient rule then gives

$$E''=\frac{E-xE'}{E^2}=\frac{E-x^2/E}{E^2}=\frac{E^2-x^2}{E^3}=\frac1{E^3}.$$

Since $E>0$, the second derivative is positive and $E$ is strictly convex. Because the square root is strictly increasing, $E(x)<E(y)$ holds exactly when $x^2<y^2$, that is, when $|x|<|y|$. Comparing energies is thus the same as comparing distances from the origin, and the origin is the unique minimum.

The Newton displacement follows from the ratio

$$\frac{E'}{E''}=\frac{x}{E}\,E^3=xE^2=x(1+x^2)=x+x^3,$$

so that

$$N_E(x)=x-(x+x^3)=-x^3.$$

The correct displacement would have been $-x$. The step overshoots by $|x|^3$, which is harmless near the minimum and ruinous far away.

Iteration gives

$$x_n=(-1)^n x_0^{3^n}.$$

For $n=0$ this reads $x_0=x_0$. If it holds for $n$, then

$$x_{n+1}=-\bigl((-1)^n x_0^{3^n}\bigr)^3=-(-1)^{3n}x_0^{3^{n+1}}=(-1)^{n+1}x_0^{3^{n+1}},$$

because $(-1)^{3n}=(-1)^n$.

Taking absolute values, $|x_n|=|x_0|^{3^n}$, and the exponent $3^n$ grows without bound. If $|x_0|<1$, the power tends to zero. If $|x_0|>1$, it tends to infinity. If $|x_0|=1$, then $x_0=\pm1$, and since $3^n$ is odd, $x_0^{3^n}=x_0$; only the alternating sign remains. For every $|x_0|\geq1$ all iterates stay at distance at least one from the origin, so convergence to the minimum is impossible.

Starting from $x_0=\tfrac12$, the next two points are $-\tfrac18$ and $\tfrac1{512}$. Starting from $x_0=2$, they are $-8$ and $512$.

## Which steps go downhill

A full step raises the energy exactly when $|x|^3>|x|$. The factorisation

$$|x|^3-|x|=|x|\,(|x|-1)\,(|x|+1)$$

shows that this happens exactly when $|x|>1$. At $|x|=1$ the step crosses to the mirror-image point, where the energy is the same.

Now scale the Newton displacement by $t$. The new point is

$$x+t\bigl(N_E(x)-x\bigr)=x-t(x+x^3)=\bigl(1-t(1+x^2)\bigr)x.$$

For $x\neq0$, this lies closer to the origin than $x$ exactly when $|1-t(1+x^2)|<1$, which means $0<t(1+x^2)<2$. As $1+x^2$ is positive, the left inequality is equivalent to $t>0$.

The permitted range of $t$ shrinks as $|x|$ grows. A fixed factor $t>0$ therefore fails to lower the energy from every nonzero point with $1+x^2\geq 2/t$. Damping has to adapt to the position if it is to lower the energy from every nonzero starting point.

## The harmonic limit of small displacements

For small $|x|$ the energy is $1+\tfrac12x^2$ up to terms of fourth order. For that parabola alone, a full Newton step lands exactly on the minimum, and a scaled step from $x\neq0$ lowers the energy for $0<t<2$. The exact results approach both statements as $x\to0$: the remaining error $-x^3$ vanishes faster than $x$, and the bound $t<2/(1+x^2)$ tends to $t<2$.

## The Newton iteration and its energy changes in Lean

```lean
import Mathlib

open Filter Topology

namespace NewtonConvexCounterexample

noncomputable section

/-- The model energy `E(x) = √(1 + x²)` of one coordinate. -/
def energy (x : ℝ) : ℝ := Real.sqrt (1 + x ^ 2)

/-- The full Newton step `x - E'(x) / E''(x)` for an energy `E`, meant for points where
`E''(x)` exists and is nonzero. -/
def newtonStep (E : ℝ → ℝ) (x : ℝ) : ℝ := x - deriv E x / deriv (deriv E) x

/-- The energy is positive everywhere. -/
theorem energy_pos (x : ℝ) : 0 < energy x :=
  Real.sqrt_pos.2 (by positivity)

/-- The square of the energy is `1 + x²`. -/
theorem energy_sq (x : ℝ) : energy x ^ 2 = 1 + x ^ 2 :=
  Real.sq_sqrt (by positivity)

/-- The gradient is `E' = x / E` and the curvature is `E'' = 1 / E³`. -/
theorem energy_derivatives (x : ℝ) :
    HasDerivAt energy (x / energy x) x ∧
      HasDerivAt (deriv energy) (1 / energy x ^ 3) x := by
  have h1 : ∀ y : ℝ, HasDerivAt energy (y / energy y) y := by
    intro y
    have h : HasDerivAt (fun z : ℝ => 1 + z ^ 2) (2 * y) y :=
      ((hasDerivAt_pow 2 y).const_add 1).congr_deriv (by simp)
    have hy : (1 + y ^ 2 : ℝ) ≠ 0 := by positivity
    exact (h.sqrt hy).congr_deriv (mul_div_mul_left _ _ two_ne_zero)
  refine ⟨h1 x, ?_⟩
  have hd : deriv energy = fun y => y / energy y := funext fun y => (h1 y).deriv
  rw [hd]
  have hne : energy x ≠ 0 := (energy_pos x).ne'
  -- the quotient rule, simplified with `E² = 1 + x²`
  refine ((hasDerivAt_id' x).fun_div (h1 x) hne).congr_deriv ?_
  have h2 : 1 * energy x - x * (x / energy x) = 1 / energy x := by
    field_simp
    linarith [energy_sq x]
  rw [h2]
  field_simp

/-- A point has lower energy than another exactly when it lies closer to the origin. -/
theorem energy_lt_iff (x y : ℝ) : energy x < energy y ↔ |x| < |y| := by
  unfold energy
  rw [Real.sqrt_lt_sqrt_iff (by positivity), ← sq_lt_sq]
  constructor <;> intro h <;> linarith

/-- The energy is strictly convex on the whole line, and the origin is its unique
global minimum. -/
theorem energy_strictConvex_and_min :
    StrictConvexOn ℝ Set.univ energy ∧ ∀ x : ℝ, x ≠ 0 → energy 0 < energy x := by
  constructor
  · apply strictConvexOn_univ_of_deriv2_pos
    · exact continuous_iff_continuousAt.2 fun x => (energy_derivatives x).1.continuousAt
    · intro x
      change 0 < deriv (deriv energy) x
      rw [(energy_derivatives x).2.deriv]
      have := energy_pos x
      positivity
  · intro x hx
    rw [energy_lt_iff, abs_zero]
    exact abs_pos.2 hx

/-- The full Newton step for this energy sends `x` to `-x³`. -/
theorem newtonStep_energy (x : ℝ) : newtonStep energy x = -x ^ 3 := by
  have hne : energy x ≠ 0 := (energy_pos x).ne'
  have h : x / energy x / (1 / energy x ^ 3) = x * energy x ^ 2 := by
    field_simp
  unfold newtonStep
  rw [(energy_derivatives x).1.deriv, (energy_derivatives x).2.deriv, h, energy_sq]
  ring

/-- After `n` Newton steps from `x` the coordinate is `(-1)ⁿ x^(3ⁿ)`. -/
theorem newton_iterate (x : ℝ) (n : ℕ) :
    (newtonStep energy)^[n] x = (-1) ^ n * x ^ (3 ^ n) := by
  induction n with
  | zero => simp
  | succ n ih =>
    have h : ((-1 : ℝ) ^ n) ^ 3 = (-1) ^ n := by
      rw [← pow_mul, mul_comm, pow_mul]
      norm_num
    rw [Function.iterate_succ_apply', ih, newtonStep_energy, mul_pow, h, ← pow_mul,
      ← pow_succ]
    ring

/-- Newton's method on the strictly convex energy `√(1 + x²)` converges to the minimum
exactly when `|x₀| < 1`; for `|x₀| = 1` it flips between `x₀` and `-x₀`, and for
`|x₀| > 1` the distance from the minimum grows without bound. -/
theorem newton_trichotomy (x₀ : ℝ) :
    (Tendsto (fun n => (newtonStep energy)^[n] x₀) atTop (𝓝 0) ↔ |x₀| < 1) ∧
    (|x₀| = 1 → ∀ n, (newtonStep energy)^[n] x₀ = (-1) ^ n * x₀) ∧
    (1 < |x₀| → Tendsto (fun n => |(newtonStep energy)^[n] x₀|) atTop atTop) := by
  have habs : ∀ n, |(newtonStep energy)^[n] x₀| = |x₀| ^ (3 ^ n) := by
    intro n
    rw [newton_iterate]
    simp [abs_mul, abs_pow]
  have h3 : Tendsto (fun n : ℕ => 3 ^ n) atTop atTop :=
    tendsto_atTop_mono (fun n => (Nat.lt_pow_self (by norm_num : 1 < 3)).le) tendsto_id
  refine ⟨⟨fun h => ?_, fun h => ?_⟩, fun h n => ?_, fun h => ?_⟩
  · -- from `|x₀| ≥ 1` no iterate comes closer to the minimum than distance 1
    by_contra hx
    have hlim := h.abs
    have hge : (1 : ℝ) ≤ |(0 : ℝ)| := ge_of_tendsto' hlim fun n => by
      rw [habs]
      exact one_le_pow₀ (not_lt.1 hx)
    norm_num at hge
  · rw [tendsto_zero_iff_abs_tendsto_zero]
    change Tendsto (fun n => |(newtonStep energy)^[n] x₀|) atTop (𝓝 0)
    simp only [habs]
    exact (tendsto_pow_atTop_nhds_zero_of_lt_one (abs_nonneg x₀) h).comp h3
  · -- `3ⁿ` is odd, so `x₀ = ±1` is reproduced by the power
    rw [newton_iterate]
    have hodd : Odd (3 ^ n) := Odd.pow (by decide)
    rcases eq_or_eq_neg_of_abs_eq h with h1 | h1
    · rw [h1, one_pow]
    · rw [h1, hodd.neg_one_pow]
  · simp only [habs]
    exact (tendsto_pow_atTop_atTop_of_one_lt h).comp h3

/-- The full Newton step raises the energy exactly when `|x| > 1`. -/
theorem newton_raises_energy_iff (x : ℝ) :
    energy x < energy (newtonStep energy x) ↔ 1 < |x| := by
  rw [energy_lt_iff, newtonStep_energy, abs_neg, abs_pow]
  constructor
  · intro h
    by_contra hx
    exact not_lt_of_ge (pow_le_of_le_one (abs_nonneg x) (not_lt.1 hx) three_ne_zero) h
  · intro h
    have h1 : 0 < |x| * (|x| - 1) * (|x| + 1) :=
      mul_pos (mul_pos (by linarith) (by linarith)) (by linarith)
    nlinarith

/-- Away from the minimum, a Newton step scaled by a factor `t` lowers the energy exactly
when `t > 0` and `t (1 + x²) < 2`. -/
theorem damped_newton_lowers_energy_iff (x t : ℝ) (hx : x ≠ 0) :
    energy (x + t * (newtonStep energy x - x)) < energy x ↔
      0 < t ∧ t * (1 + x ^ 2) < 2 := by
  -- the damped step multiplies the coordinate `x` by `1 - t (1 + x²)`
  have h : x + t * (newtonStep energy x - x) = (1 - t * (1 + x ^ 2)) * x := by
    rw [newtonStep_energy]
    ring
  have hp : 0 < 1 + x ^ 2 := by positivity
  rw [energy_lt_iff, h, abs_mul, mul_lt_iff_lt_one_left (abs_pos.2 hx), abs_lt]
  constructor
  · rintro ⟨h1, h2⟩
    refine ⟨?_, by linarith⟩
    by_contra ht
    have h3 := mul_nonneg (neg_nonneg.2 (not_lt.1 ht)) hp.le
    nlinarith
  · rintro ⟨h1, h2⟩
    have h3 := mul_pos h1 hp
    exact ⟨by linarith, by linarith⟩

end

end NewtonConvexCounterexample
```

```lean
#print axioms NewtonConvexCounterexample.energy_strictConvex_and_min
-- 'NewtonConvexCounterexample.energy_strictConvex_and_min' depends on axioms: [propext, Classical.choice, Quot.sound]
#print axioms NewtonConvexCounterexample.newton_trichotomy
-- 'NewtonConvexCounterexample.newton_trichotomy' depends on axioms: [propext, Classical.choice, Quot.sound]
#print axioms NewtonConvexCounterexample.newton_raises_energy_iff
-- 'NewtonConvexCounterexample.newton_raises_energy_iff' depends on axioms: [propext, Classical.choice, Quot.sound]
#print axioms NewtonConvexCounterexample.damped_newton_lowers_energy_iff
-- 'NewtonConvexCounterexample.damped_newton_lowers_energy_iff' depends on axioms: [propext, Classical.choice, Quot.sound]
```

## How the derivatives and convexity are proved

The lemmas `energy_pos` and `energy_sq` supply the two facts about the square root used throughout: $E>0$ and $E^2=1+x^2$.

In `energy_derivatives`, the intermediate result `h1` gives the first derivative at every point $y$. It differentiates $1+z^2$ and applies the chain rule for the square root, where the derivation above differentiated $E^2$; the common factor of two then cancels. Having the formula at all points matters, because a second differentiation needs $E'$ as a function, and `hd` records this equality of functions. The quotient rule follows, and `h2` simplifies its numerator to $1/E$ by means of `energy_sq`.

The lemma `energy_lt_iff` removes the square roots by monotonicity and turns an inequality between squares into one between absolute values. Strict convexity comes from Mathlib's criterion `strictConvexOn_univ_of_deriv2_pos`, which asks for continuity and a positive second derivative. The first derivative formula provides the continuity, since a differentiable function is continuous, and $1/E^3$ provides the positivity. The unique minimum is `energy_lt_iff` with one of the two points at zero.

## How the iteration and its limits are proved

In `newtonStep_energy`, the result `h` is the ratio $E'/E''=xE^2$. The proof substitutes the two derivatives into the definition, replaces $E^2$ by $1+x^2$, and leaves the remaining polynomial identity to `ring`. The closed form in `newton_iterate` is the induction given above; its auxiliary identity `h` says that cubing $(-1)^n$ changes nothing.

The proof of `newton_trichotomy` first establishes $|x_n|=|x_0|^{3^n}$ as `habs` and the divergence of the exponent as `h3`, the latter by comparison with $n$. The parts then go as follows:

- If the iterates converge to zero, so do their absolute values. Assuming $|x_0|\geq1$ keeps every absolute value at one or above, and `ge_of_tendsto'` carries this bound to the limit. The result is $1\leq0$, a contradiction.
- If $|x_0|<1$, the powers $|x_0|^m$ tend to zero as $m$ grows. Composing this limit with `h3` selects the exponents $m=3^n$.
- If $|x_0|=1$, the proof splits into $x_0=1$ and $x_0=-1$. The second case uses the oddness of $3^n$.
- If $|x_0|>1$, the composition with `h3` is repeated with powers that tend to infinity.

Both energy comparisons begin with `energy_lt_iff`, which replaces energies by distances. In `newton_raises_energy_iff`, one direction uses $|x|^3\leq|x|$ for $|x|\leq1$. The other forms the positive product $|x|(|x|-1)(|x|+1)$, from which `nlinarith` obtains the inequality.

In `damped_newton_lowers_energy_iff`, the result `h` is the factorised damped point. The hypothesis `hx`, that $x\neq0$, allows division by $|x|$, and `abs_lt` splits the condition on the remaining factor into two inequalities. One of them is the upper bound $t(1+x^2)<2$. The other is $t(1+x^2)>0$, which would be violated if $t\leq0$.
